# Walsh functions of different sets of bits are orthogonal

For a set `S` of positions in a string of `n` bits, the Walsh function is the product of the signs of the bits in `S`, -1 for a set bit and 1 for an unset one; in physics it is the eigenvalue of a product of Pauli Z operators, one on each qubit in `S`, in the basis state labelled by the string. The theorem `walsh_orthogonal` says that the product of the Walsh functions of `S` and `T`, summed over all strings, is `2 ^ n` if the sets are equal and 0 if they differ. The functions are unnormalised, and dividing each by the square root of `2 ^ n` would give 1 in place of `2 ^ n`. For equal sets the proof shows that every term is 1. For different sets it flips a bit that lies in only one of them, which reverses the sign of every term while only reordering the sum, so the sum equals its own negative.

The first attempt, which Lean rejects:

```lean
import Mathlib

open Matrix

namespace WalshOrthogonal

noncomputable section

variable {n : ℕ}

/-- The string `x` with its bit at position `i` reversed. -/
def flipBit (i : Fin n) (x : Fin n → Bool) : Fin n → Bool :=
  Function.update x i (!x i)

/-- The Walsh function of a set `S` of positions: the product over `S` of the signs of the bits,
with sign `-1` for a bit that is set and `1` for a bit that is not. -/
def walsh (S : Finset (Fin n)) (x : Fin n → Bool) : ℂ :=
  ∏ i ∈ S, if x i = true then -1 else 1

/-- Flipping bit `i` reverses the sign of the Walsh function of `S` if `i` lies in `S`, and
leaves it unchanged otherwise. -/
theorem walsh_flipBit (S : Finset (Fin n)) (i : Fin n) (x : Fin n → Bool) :
    walsh S (flipBit i x) = (if i ∈ S then -1 else 1) * walsh S x := by
  unfold walsh
  by_cases hi : i ∈ S
  · rw [← Finset.mul_prod_erase S _ hi, ← Finset.mul_prod_erase S _ hi, if_pos hi, ← mul_assoc]
    congr 1
    · cases hx : x i <;> simp [flipBit, hx]
    · refine Finset.prod_congr rfl fun j hj => ?_
      simp [flipBit, Finset.ne_of_mem_erase hj]
  · rw [if_neg hi, one_mul]
    refine Finset.prod_congr rfl fun j hj => ?_
    have hne : j ≠ i := fun h => hi (h ▸ hj)
    simp [flipBit, hne]

/-- Walsh functions of different sets are orthogonal, and each has squared norm `2 ^ n`. -/
theorem walsh_orthogonal (S T : Finset (Fin n)) :
    ∑ x, walsh S x * walsh T x = if S = T then (2 : ℂ) ^ n else 0 := by
  by_cases h : S = T
  · subst h
    have hsq : ∀ x, walsh S x * walsh S x = 1 := fun x => by
      unfold walsh
      rw [← Finset.prod_mul_distrib]
      exact Finset.prod_eq_one fun i _ => by split_ifs <;> norm_num
    simp [hsq]
  · -- flip a bit that lies in only one of the two sets
    obtain ⟨i, hi⟩ : ∃ i, ¬(i ∈ S ↔ i ∈ T) := by
      by_contra hc
      exact h (Finset.ext fun i => by
        by_contra hi
        exact hc ⟨i, hi⟩)
    have hinv : Function.Involutive (flipBit i) := fun x => by simp [flipBit]
    have hs := Equiv.sum_comp hinv.toPerm (fun x => walsh S x * walsh T x)
    have hneg : ∀ x, walsh S (hinv.toPerm x) * walsh T (hinv.toPerm x)
        = -(walsh S x * walsh T x) := fun x => by
      change walsh S (flipBit i x) * walsh T (flipBit i x) = _
      rw [walsh_flipBit, walsh_flipBit]
      by_cases hS : i ∈ S <;> by_cases hT : i ∈ T <;> simp [hS, hT] at hi ⊢
    simp only [hneg, Finset.sum_neg_distrib] at hs
    rw [if_neg h]
    linear_combination (-1 / 2 : ℂ) * hs

end

end WalshOrthogonal
```

Lean reports:

```
Main.lean:54:30: error: Application type mismatch: The argument
  hinv
has type
  Function.Involutive (flipBit i)
but is expected to have type
  Function.Involutive x
in the application
  Function.Involutive.toPerm x hinv
Main.lean:54:56: error: Application type mismatch: The argument
  hinv
has type
  Function.Involutive (flipBit i)
but is expected to have type
  Function.Involutive x
in the application
  Function.Involutive.toPerm x hinv
Main.lean:56:56: error: Application type mismatch: The argument
  x
has type
  ?m.153 → ?m.153
but is expected to have type
  Fin n → Bool
in the application
  flipBit i x
Main.lean:55:32: error: Application type mismatch: The argument
  x
has type
  ?m.153 → ?m.153
but is expected to have type
  Fin n → Bool
in the application
  walsh T x
```

The function `Function.Involutive.toPerm` takes two explicit arguments, first the map and then the proof that it is an involution. In `hneg`, the author of the file meant `hinv.toPerm x` as the permutation applied to the string `x`, but Lean read it as `Function.Involutive.toPerm x hinv`, with `x` in the place of the map. The first two messages say so: `hinv` is a proof about `flipBit i`, where a proof about `x` is expected.

That reading also made `x` a function from some unknown type to itself. The other two messages follow from this, since `flipBit i x` and `walsh T x` need a string of type `Fin n → Bool`.

The repair writes `Function.Involutive.toPerm (flipBit i) hinv x`, which supplies the map and the proof first, so that `x` is what the permutation acts on. The type written on `x` only states what this application already fixes. No message falls on `hs`, where `hinv.toPerm` has no argument after it, and the change there is tidying.

The mended proof, as a diff:

```diff
@@ -51,6 +51,9 @@
         exact hc ⟨i, hi⟩)
     have hinv : Function.Involutive (flipBit i) := fun x => by simp [flipBit]
-    have hs := Equiv.sum_comp hinv.toPerm (fun x => walsh S x * walsh T x)
-    have hneg : ∀ x, walsh S (hinv.toPerm x) * walsh T (hinv.toPerm x)
+    have hs := Equiv.sum_comp (Function.Involutive.toPerm (flipBit i) hinv)
+      (fun x => walsh S x * walsh T x)
+    have hneg : ∀ x : Fin n → Bool,
+        walsh S (Function.Involutive.toPerm (flipBit i) hinv x)
+          * walsh T (Function.Involutive.toPerm (flipBit i) hinv x)
         = -(walsh S x * walsh T x) := fun x => by
       change walsh S (flipBit i x) * walsh T (flipBit i x) = _
```
